# The rotation generated by a vector leaves that vector fixed

For a real 3-vector `v`, let `hat v` be the matrix of the cross product with `v`. The theorem `exp_fixes_axis` states that for every real `s` the rotation exp(`s • hat v`) and its transpose, which is its inverse, both leave `v` unchanged. The vector need not have unit length, so the angle of rotation is `s` times the length of `v`, and for `v` = 0 the rotation is the identity. The proof writes the derivative of the exponential in two ways to show that `hat v` commutes with the rotation, combines this with the rule `hat_rotate` for carrying a cross product into the rotated frame, and reads the vector off from its cross-product matrix.

An attempt in Lean 4 with a fault in it:

```lean
import Mathlib

open Matrix

namespace ExpFixesAxis

noncomputable section

attribute [local instance] Matrix.linftyOpNormedRing Matrix.linftyOpNormedAlgebra

/-- Real 3 × 3 matrices. -/
abbrev Mat3 := Matrix (Fin 3) (Fin 3) ℝ

/-- The matrix of the cross product with `v`, written `[v]` in mechanics. -/
def hat (v : Fin 3 → ℝ) : Mat3 :=
  !![0, -v 2, v 1; v 2, 0, -v 0; -v 1, v 0, 0]

/-- A proper rotation: an orthogonal matrix of determinant one. -/
def IsRotation (R : Mat3) : Prop := Rᵀ * R = 1 ∧ R.det = 1

/-- Evolution forward and backward in time under a constant generator cancel. -/
theorem exp_mul_exp_neg (X : Mat3) (t : ℝ) :
    NormedSpace.exp (t • X) * NormedSpace.exp (t • -X) = 1 := by
  rw [smul_neg, ← Matrix.exp_add_of_commute _ _ (Commute.refl (t • X)).neg_right,
    add_neg_cancel, NormedSpace.exp_zero]

/-- A rotation turns the cross product with `L` in the space frame into the cross product
with `Rᵀ L` in the body frame. -/
theorem hat_rotate {R : Mat3} (hR : IsRotation R) (L : Fin 3 → ℝ) :
    hat L * R = R * hat (Rᵀ *ᵥ L) := by
  -- the triple product scales with the determinant
  have key : ∀ v, Rᵀ * hat (R *ᵥ v) * R = R.det • hat v := by
    intro v
    ext i j
    fin_cases i <;> fin_cases j <;>
      simp [hat, Matrix.mul_apply, mulVec, dotProduct, Fin.sum_univ_three,
        Matrix.det_fin_three] <;> ring
  have hR' : R * Rᵀ = 1 := mul_eq_one_comm.mp hR.1
  have h := key (Rᵀ *ᵥ L)
  rw [mulVec_mulVec, hR', one_mulVec, hR.2, one_smul] at h
  rw [← h, ← mul_assoc, ← mul_assoc, hR', one_mul]

/-- The exponential of a cross-product matrix is a proper rotation. -/
theorem exp_isRotation (v : Fin 3 → ℝ) (s : ℝ) :
    IsRotation (NormedSpace.exp (s • hat v)) := by
  have orth : ∀ r : ℝ,
      (NormedSpace.exp (r • hat v))ᵀ * NormedSpace.exp (r • hat v) = 1 := by
    intro r
    have ht : (r • hat v)ᵀ = r • -hat v := by
      ext i j
      fin_cases i <;> fin_cases j <;> simp [hat]
    rw [← Matrix.exp_transpose, ht]
    exact mul_eq_one_comm.mp (exp_mul_exp_neg (hat v) r)
  refine ⟨orth s, ?_⟩
  -- the rotation is the square of the half rotation
  have hs : NormedSpace.exp (s • hat v) =
      NormedSpace.exp ((s / 2) • hat v) * NormedSpace.exp ((s / 2) • hat v) := by
    rw [← Matrix.exp_add_of_commute _ _ (Commute.refl ((s / 2) • hat v)), ← add_smul,
      add_halves]
  have hd := congrArg Matrix.det (orth (s / 2))
  rw [det_mul, det_transpose, det_one] at hd
  rw [hs, det_mul, hd]

/-- The rotation generated by `v`, and its inverse, leave `v` fixed. -/
theorem exp_fixes_axis (v : Fin 3 → ℝ) (s : ℝ) :
    (NormedSpace.exp (s • hat v))ᵀ *ᵥ v = v ∧ NormedSpace.exp (s • hat v) *ᵥ v = v := by
  have hE := exp_isRotation v s
  have hc := (hasDerivAt_exp_smul_const' (hat v) s).unique
    (hasDerivAt_exp_smul_const (hat v) s)
  have h := hat_rotate hE v
  rw [hc] at h
  have h2 := congrArg (fun M => (NormedSpace.exp (s • hat v))ᵀ * M) h
  simp only [← mul_assoc, hE.1, one_mul] at h2
  -- a vector can be read off from its cross-product matrix
  have inj : ∀ x y : Fin 3 → ℝ, hat x = hat y → x = y := by
    intro x y hxy
    ext i
    fin_cases i
    · simpa [hat] using congrFun (congrFun hxy 2) 1
    · simpa [hat] using congrFun (congrFun hxy 0) 2
    · simpa [hat] using congrFun (congrFun hxy 1) 0
  have h3 := (inj _ _ h2).symm
  refine ⟨h3, ?_⟩
  calc NormedSpace.exp (s • hat v) *ᵥ v
      = NormedSpace.exp (s • hat v) *ᵥ ((NormedSpace.exp (s • hat v))ᵀ *ᵥ v) := by rw [h3]
    _ = v := by rw [mulVec_mulVec, mul_eq_one_comm.mp hE.1, one_mulVec]

end

end ExpFixesAxis
```

Messages:

```
Main.lean:71:6: error: Tactic `rewrite` failed: Did not find an occurrence of the pattern
  hat v * NormedSpace.exp (s • hat v)
in the target expression
  hat v * NormedSpace.exp (s • hat v) = NormedSpace.exp (s • hat v) * hat ((NormedSpace.exp (s • hat v))ᵀ *ᵥ v)

v : Fin 3 → ℝ
s : ℝ
hE : IsRotation (NormedSpace.exp (s • hat v))
hc : hat v * NormedSpace.exp (s • hat v) = NormedSpace.exp (s • hat v) * hat v
h : hat v * NormedSpace.exp (s • hat v) = NormedSpace.exp (s • hat v) * hat ((NormedSpace.exp (s • hat v))ᵀ *ᵥ v)
⊢ (NormedSpace.exp (s • hat v))ᵀ *ᵥ v = v ∧ NormedSpace.exp (s • hat v) *ᵥ v = v
```

Cause. The message says that `rw [hc] at h` cannot find the left side of `hc` in `h`, though the two print alike. The difference must therefore lie in what Lean does not print, the instances behind the operations. `hc` had no stated type, so it took its type from the two derivative lemmas, which hold in a general normed algebra, and its product is the one belonging to that structure. The product in `h` comes from `hat_rotate`, where it was written directly for matrices. The two are equal by definition, but `rw` looks for its pattern without unfolding definitions far enough to see this.

The repair states the type of `hc` explicitly. The equation is now read as a statement about matrices, in the same way as the one in `hat_rotate`, and Lean accepts the old proof term for it because that check may unfold the definitions. The left side of `hc` then matches `h`, and the rewrite succeeds. The proof of the commutation itself is unchanged.

Fix (accepted with no message):

```diff
@@ -66,6 +66,6 @@
     (NormedSpace.exp (s • hat v))ᵀ *ᵥ v = v ∧ NormedSpace.exp (s • hat v) *ᵥ v = v := by
   have hE := exp_isRotation v s
-  have hc := (hasDerivAt_exp_smul_const' (hat v) s).unique
-    (hasDerivAt_exp_smul_const (hat v) s)
+  have hc : hat v * NormedSpace.exp (s • hat v) = NormedSpace.exp (s • hat v) * hat v :=
+    (hasDerivAt_exp_smul_const' (hat v) s).unique (hasDerivAt_exp_smul_const (hat v) s)
   have h := hat_rotate hE v
   rw [hc] at h
```
